# Two equal Lorentzian lines merge into one peak once their half-width reaches √3 times their half-separation

## Two lines and their common width

Let $a>0$ be half the distance between two excitation frequencies, and measure the frequency $w$ from their midpoint, so that the lines sit at $w=a$ and $w=-a$. Let $g>0$ be the half-width at half maximum of each line. The spectrum is

$$S(w)=\frac{1}{(w-a)^2+g^2}+\frac{1}{(w+a)^2+g^2}.$$

Each term has height $1/g^2$ at its own centre. Lines of unit area carry an extra factor $g/\pi$, which rescales the heights at fixed $g$ and leaves the peak positions unchanged. Two abbreviations are used throughout: $s=a^2+g^2$ and $r=\sqrt{s}$.

A peak is a local maximum of $S$ on the real line. The width $g$ stands for a finite lifetime or for a broadening put in by hand; here it is a given constant, the same for both lines.

## The number of peaks and where they are

For $a,g>0$:

- $S$ has exactly one local maximum if and only if $3a^2\le g^2$, and it lies at $w=0$.
- $S$ has exactly two local maxima if and only if $g^2<3a^2$, and they lie at $w=\pm p$ with $p=\sqrt{r(2a-r)}$.

In the second case $0<p<a$, so the apparent splitting $2p$ is smaller than the true splitting $2a$. Both peaks have height $1/(2a(r-a))$, or $g/(2\pi a(r-a))$ for lines of unit area.

## Comparing two frequencies

Write $u_w=w^2+s$. The two denominators are $u_w-2aw$ and $u_w+2aw$. Their sum is $2u_w$ and their product is

$$D_w=u_w^2-4a^2w^2=u_w^2-4a^2u_w+4a^2s>0,$$

so $S(w)=2u_w/D_w$. For a second frequency $v$,

$$S(w)-S(v)=\frac{2(u_wD_v-u_vD_w)}{D_wD_v}=\frac{2(w^2-v^2)\,(4a^2s-u_wu_v)}{D_wD_v}.$$

The terms $4a^2u_wu_v$ cancel in the numerator, and $u_w-u_v=w^2-v^2$. The sign of the polynomial in the numerator therefore decides which frequency is brighter.

Differentiating $2u_w/D_w$ with $du_w/dw=2w$ gives

$$S'(w)=\frac{4w\,(4a^2s-u_w^2)}{D_w^2}.$$

A local maximum thus has $w=0$ or $u_w^2=4a^2s$.

## One peak or two

**Merged lines.** Let $3a^2\le g^2$, which is the same as $4a^2\le s$. If $w\ne0$, then $u_w>s$ and $u_w^2>s^2\ge4a^2s$, so the second stationary condition fails. Only $w=0$ remains. It is a maximum, because the numerator for $S(v)-S(0)$ is $2v^2s(4a^2-s-v^2)\le0$ for every $v$.

**Resolved lines.** Let $g^2<3a^2$, so that $r<2a$. The same numerator is now positive for $0<v^2<4a^2-s$. Points arbitrarily close to the centre are brighter than the centre, which is therefore not a maximum. The other condition gives $u_w=2ar$, since $u_w>0$, and hence $w^2=2ar-r^2=p^2$. At $w=\pm p$ we have $4a^2s=u_w^2$, so the numerator for $S(v)-S(w)$ is

$$2(v^2-w^2)(u_w^2-u_vu_w)=-2u_w(v^2-w^2)^2\le0.$$

Both points are global maxima.

**Position and height.** From $a^2-p^2=a^2-2ar+r^2=(r-a)^2>0$ follows $p<a$. Inserting $u_p=2ar$ gives $D_p=8a^2r(r-a)$, and $S(p)=4ar/D_p=1/(2a(r-a))$.

## The boundary case and the second derivative

A shorter route looks only at the curvature in the middle, $S''(0)=4(3a^2-g^2)/s^3$. At $g^2=3a^2$ it vanishes, and the second-derivative test decides nothing. It is then easy to assign the boundary to the wrong side. The comparison formula settles the matter: at equality $S(v)-S(0)=-2v^4/(sD_v)$, so the centre is still a maximum, with a flat top. This is why the inequality for one peak is $\le$ and the one for two peaks is strict.

## Broadening a computed stick spectrum

In electronic-structure work, excitation energies are often broadened with Lorentzians before plotting, and the result applies to two equally strong sticks whose neighbours are far enough away to be neglected. Take sticks at 3.0 and 3.2 eV, so $a=0.1$ eV.

- With $g=0.10$ eV, $p\approx0.091$ eV. The plotted peaks are 0.182 eV apart instead of 0.200 eV.
- With $g=0.15$ eV, $p\approx0.060$ eV, and the apparent splitting is about 0.119 eV.
- From $g=\sqrt3\,a\approx0.173$ eV upwards there is a single peak at 3.1 eV.

In a real-time calculation started by a weak, instantaneous kick, multiplying the induced dipole by $e^{-\gamma t}$ before the Fourier transform gives the lines in the imaginary part of the polarizability essentially this Lorentzian shape, with $g=\hbar\gamma$ on the energy axis.

## The statement in Lean

`doublet a g w` is $S(w)$, with all three arguments real numbers, and `peakPosition a g` is $p$. The predicate `IsLocalMax (doublet a g) w` says that $S(v)\le S(w)$ for all $v$ in some neighbourhood of $w$. The theorem `number_of_peaks` collects all such $w$ in a set and counts its elements with `ncard`. Its hypotheses are `0 < a` and `0 < g`, and its two equivalences are those stated above. The positions are given by `isLocalMax_iff_merged` and `isLocalMax_iff_resolved`, the bounds on $p$ by `peakPosition_between`, and the height by `peak_height`.

The height formula requires $g^2\le3a^2$. Beyond that range Lean's square root of a negative number returns 0, so `peakPosition` happens to give the correct centre, but the height there is $2/s$ and the formula fails.

The model has two lines of equal strength, equal width and Lorentzian shape. Unequal strengths, Gaussian profiles and additional lines would each need a separate analysis.

```lean
import Mathlib

open Topology

namespace LorentzianDoublet

noncomputable section

/-- The spectrum of two equally strong excitations at frequencies `a` and `-a`, each broadened to a
Lorentzian of half-width `g`. The formula is meant for `g > 0`. -/
def doublet (a g w : ℝ) : ℝ :=
  1 / ((w - a) ^ 2 + g ^ 2) + 1 / ((w + a) ^ 2 + g ^ 2)

/-- For `a, g > 0` and `g ^ 2 < 3 * a ^ 2`, the position of the right-hand peak of the doublet. At
`g ^ 2 = 3 * a ^ 2` the value is `0`, the centre. -/
def peakPosition (a g : ℝ) : ℝ :=
  √(√(a ^ 2 + g ^ 2) * (2 * a - √(a ^ 2 + g ^ 2)))

/-- For `g > 0`, the intensities at two frequencies are compared by the sign of a polynomial. -/
theorem doublet_le_iff {a g : ℝ} (hg : 0 < g) (w v : ℝ) :
    doublet a g w ≤ doublet a g v ↔
      (w ^ 2 - v ^ 2) * (4 * a ^ 2 * (a ^ 2 + g ^ 2)
        - (w ^ 2 + (a ^ 2 + g ^ 2)) * (v ^ 2 + (a ^ 2 + g ^ 2))) ≤ 0 := by
  have h1 : 0 < (w - a) ^ 2 + g ^ 2 := by positivity
  have h2 : 0 < (w + a) ^ 2 + g ^ 2 := by positivity
  have h3 : 0 < (v - a) ^ 2 + g ^ 2 := by positivity
  have h4 : 0 < (v + a) ^ 2 + g ^ 2 := by positivity
  -- the difference of intensities factorises over the common denominator
  have key : doublet a g w - doublet a g v =
      2 * ((w ^ 2 - v ^ 2) * (4 * a ^ 2 * (a ^ 2 + g ^ 2)
        - (w ^ 2 + (a ^ 2 + g ^ 2)) * (v ^ 2 + (a ^ 2 + g ^ 2)))) /
      (((w - a) ^ 2 + g ^ 2) * ((w + a) ^ 2 + g ^ 2) *
        (((v - a) ^ 2 + g ^ 2) * ((v + a) ^ 2 + g ^ 2))) := by
    unfold doublet
    field_simp
    ring
  rw [← sub_nonpos, key, div_le_iff₀ (by positivity), zero_mul]
  constructor <;> intro h <;> linarith

/-- For `g > 0`, a local maximum of the spectrum lies at the centre or solves the stationary
equation `(w² + a² + g²)² = 4a²(a² + g²)`. -/
theorem stationary_of_isLocalMax {a g w : ℝ} (hg : 0 < g) (h : IsLocalMax (doublet a g) w) :
    w = 0 ∨ (w ^ 2 + (a ^ 2 + g ^ 2)) ^ 2 = 4 * a ^ 2 * (a ^ 2 + g ^ 2) := by
  have hA : (w - a) ^ 2 + g ^ 2 ≠ 0 := by positivity
  have hB : (w + a) ^ 2 + g ^ 2 ≠ 0 := by positivity
  have dA : HasDerivAt (fun x : ℝ => (x - a) ^ 2 + g ^ 2) (2 * (w - a)) w :=
    ((((hasDerivAt_id' w).sub_const a).fun_pow 2).add_const (g ^ 2)).congr_deriv (by norm_num)
  have dB : HasDerivAt (fun x : ℝ => (x + a) ^ 2 + g ^ 2) (2 * (w + a)) w :=
    ((((hasDerivAt_id' w).add_const a).fun_pow 2).add_const (g ^ 2)).congr_deriv (by norm_num)
  have d := ((hasDerivAt_const w (1 : ℝ)).fun_div dA hA).fun_add
    ((hasDerivAt_const w (1 : ℝ)).fun_div dB hB)
  have d' : HasDerivAt (doublet a g)
      (4 * w * (4 * a ^ 2 * (a ^ 2 + g ^ 2) - (w ^ 2 + (a ^ 2 + g ^ 2)) ^ 2) /
        (((w - a) ^ 2 + g ^ 2) * ((w + a) ^ 2 + g ^ 2)) ^ 2) w :=
    d.congr_deriv (by field_simp; ring)
  -- the slope vanishes at a local maximum
  have h0 := (div_eq_zero_iff.mp (h.hasDerivAt_eq_zero d')).resolve_right
    (pow_ne_zero 2 (mul_ne_zero hA hB))
  rcases mul_eq_zero.mp h0 with h1 | h1
  · left; linarith
  · right; linarith

/-- If `g > 0` and `3a² ≤ g²`, the only local maximum of the spectrum is at the centre. -/
theorem isLocalMax_iff_merged {a g : ℝ} (hg : 0 < g) (h : 3 * a ^ 2 ≤ g ^ 2) (w : ℝ) :
    IsLocalMax (doublet a g) w ↔ w = 0 := by
  have hs : 0 < a ^ 2 + g ^ 2 := by positivity
  have hm : 0 ≤ (a ^ 2 + g ^ 2 - 4 * a ^ 2) * (a ^ 2 + g ^ 2) :=
    mul_nonneg (by linarith) hs.le
  constructor
  · intro hw
    rcases stationary_of_isLocalMax hg hw with h0 | h0
    · exact h0
    · by_contra hne
      have hp : 0 < w ^ 2 * (a ^ 2 + g ^ 2) := by positivity
      nlinarith [sq_nonneg (w ^ 2)]
  · rintro rfl
    refine Filter.Eventually.of_forall fun v => (doublet_le_iff hg v 0).mpr ?_
    have h1 := mul_nonneg (sq_nonneg v) hm
    have h2 : 0 ≤ v ^ 2 * (v ^ 2 * (a ^ 2 + g ^ 2)) := by positivity
    linarith

/-- For `a > 0` and `g² ≤ 3a²`, the peak position `p` satisfies
`p² + a² + g² = 2a √(a² + g²)`. -/
theorem peakPosition_sq {a g : ℝ} (ha : 0 < a) (h : g ^ 2 ≤ 3 * a ^ 2) :
    peakPosition a g ^ 2 + (a ^ 2 + g ^ 2) = 2 * a * √(a ^ 2 + g ^ 2) := by
  have hr : √(a ^ 2 + g ^ 2) ^ 2 = a ^ 2 + g ^ 2 := Real.sq_sqrt (by positivity)
  have hle : √(a ^ 2 + g ^ 2) ≤ 2 * a :=
    Real.sqrt_le_iff.mpr ⟨by positivity, by nlinarith⟩
  unfold peakPosition
  rw [Real.sq_sqrt (mul_nonneg (Real.sqrt_nonneg _) (sub_nonneg.mpr hle))]
  linear_combination -hr

/-- For `a, g > 0` and `g² < 3a²`, the peak position lies strictly between the centre and the
bare excitation frequency `a`. -/
theorem peakPosition_between {a g : ℝ} (ha : 0 < a) (hg : 0 < g) (h : g ^ 2 < 3 * a ^ 2) :
    0 < peakPosition a g ∧ peakPosition a g < a := by
  have hs : 0 < a ^ 2 + g ^ 2 := by positivity
  have hr : √(a ^ 2 + g ^ 2) ^ 2 = a ^ 2 + g ^ 2 := Real.sq_sqrt hs.le
  have hlt : √(a ^ 2 + g ^ 2) < 2 * a :=
    (Real.sqrt_lt' (by positivity)).mpr (by nlinarith)
  have hgt : a < √(a ^ 2 + g ^ 2) := (Real.lt_sqrt ha.le).mpr (by nlinarith)
  refine ⟨Real.sqrt_pos.mpr (mul_pos (Real.sqrt_pos.mpr hs) (sub_pos.mpr hlt)), ?_⟩
  have hp := peakPosition_sq ha h.le
  have hd : 0 < (√(a ^ 2 + g ^ 2) - a) ^ 2 := pow_pos (sub_pos.mpr hgt) 2
  exact lt_of_pow_lt_pow_left₀ 2 ha.le (by nlinarith)

/-- If `a, g > 0` and `g² < 3a²`, the local maxima of the spectrum are exactly the two points
`± peakPosition a g`. -/
theorem isLocalMax_iff_resolved {a g : ℝ} (ha : 0 < a) (hg : 0 < g) (h : g ^ 2 < 3 * a ^ 2)
    (w : ℝ) :
    IsLocalMax (doublet a g) w ↔ w = peakPosition a g ∨ w = -peakPosition a g := by
  have hs : 0 < a ^ 2 + g ^ 2 := by positivity
  have hr : √(a ^ 2 + g ^ 2) ^ 2 = a ^ 2 + g ^ 2 := Real.sq_sqrt hs.le
  have hr0 : 0 < √(a ^ 2 + g ^ 2) := Real.sqrt_pos.mpr hs
  have hlt : √(a ^ 2 + g ^ 2) < 2 * a :=
    (Real.sqrt_lt' (by positivity)).mpr (by nlinarith)
  have hp := peakPosition_sq ha h.le
  have hp0 := (peakPosition_between ha hg h).1
  constructor
  · intro hw
    rcases stationary_of_isLocalMax hg hw with rfl | h0
    · -- the centre is excluded: points slightly off it are brighter
      exfalso
      have hev : ∀ᶠ v in 𝓝 (0 : ℝ), doublet a g v ≤ doublet a g 0 := hw
      obtain ⟨ε, hε, hball⟩ := Metric.eventually_nhds_iff.mp hev
      obtain ⟨v, hv0, hvε, hvp⟩ : ∃ v : ℝ, 0 < v ∧ v < ε ∧ v ≤ peakPosition a g :=
        ⟨min (ε / 2) (peakPosition a g), lt_min (by linarith) hp0,
          lt_of_le_of_lt (min_le_left _ _) (by linarith), min_le_right _ _⟩
      have hle := (doublet_le_iff hg v 0).mp
        (hball (by rw [Real.dist_eq, sub_zero, abs_of_pos hv0]; exact hvε))
      have hv2 : v ^ 2 ≤ peakPosition a g ^ 2 := pow_le_pow_left₀ hv0.le hvp 2
      have hm : 2 * a * √(a ^ 2 + g ^ 2) < 2 * a * (2 * a) :=
        mul_lt_mul_of_pos_left hlt (by positivity)
      have hpos : 0 < v ^ 2 * ((a ^ 2 + g ^ 2) * (4 * a ^ 2 - (v ^ 2 + (a ^ 2 + g ^ 2)))) :=
        mul_pos (pow_pos hv0 2) (mul_pos hs (by linarith))
      linarith
    · -- the positive root of the stationary equation fixes `w²`
      have hf : (w ^ 2 + (a ^ 2 + g ^ 2) - 2 * a * √(a ^ 2 + g ^ 2)) *
          (w ^ 2 + (a ^ 2 + g ^ 2) + 2 * a * √(a ^ 2 + g ^ 2)) = 0 := by
        linear_combination h0 - 4 * a ^ 2 * hr
      have h1 := (mul_eq_zero.mp hf).resolve_right (by positivity)
      have h2 : (w - peakPosition a g) * (w + peakPosition a g) = 0 := by
        linear_combination h1 - hp
      rcases mul_eq_zero.mp h2 with h3 | h3
      · left; linarith
      · right; linarith
  · intro hw
    have hw2 : w ^ 2 = peakPosition a g ^ 2 := by
      rcases hw with rfl | rfl <;> ring
    have hu : w ^ 2 + (a ^ 2 + g ^ 2) = 2 * a * √(a ^ 2 + g ^ 2) := by rw [hw2, hp]
    have hK : 4 * a ^ 2 * (a ^ 2 + g ^ 2) = (w ^ 2 + (a ^ 2 + g ^ 2)) ^ 2 := by
      rw [hu]
      linear_combination -4 * a ^ 2 * hr
    -- no frequency is brighter than the peak
    refine Filter.Eventually.of_forall fun v => (doublet_le_iff hg v w).mpr ?_
    have hsq : 0 ≤ (w ^ 2 + (a ^ 2 + g ^ 2)) * (v ^ 2 - w ^ 2) ^ 2 := by positivity
    rw [hK]
    linarith

/-- For `a, g > 0`, the spectrum has exactly one local maximum if and only if `3a² ≤ g²`, and
exactly two if and only if `g² < 3a²`. -/
theorem number_of_peaks {a g : ℝ} (ha : 0 < a) (hg : 0 < g) :
    ({w | IsLocalMax (doublet a g) w}.ncard = 1 ↔ 3 * a ^ 2 ≤ g ^ 2) ∧
    ({w | IsLocalMax (doublet a g) w}.ncard = 2 ↔ g ^ 2 < 3 * a ^ 2) := by
  rcases le_or_gt (3 * a ^ 2) (g ^ 2) with h | h
  · have hset : {w | IsLocalMax (doublet a g) w} = {0} := by
      ext w
      exact isLocalMax_iff_merged hg h w
    rw [hset, Set.ncard_singleton]
    exact ⟨⟨fun _ => h, fun _ => rfl⟩,
      ⟨fun h2 => absurd h2 (by norm_num), fun h2 => absurd h2 (not_lt_of_ge h)⟩⟩
  · have hset : {w | IsLocalMax (doublet a g) w} = {peakPosition a g, -peakPosition a g} := by
      ext w
      exact isLocalMax_iff_resolved ha hg h w
    have hp0 := (peakPosition_between ha hg h).1
    have hne : peakPosition a g ≠ -peakPosition a g := by
      intro he
      linarith
    rw [hset, Set.ncard_pair hne]
    exact ⟨⟨fun h2 => absurd h2 (by norm_num), fun h2 => absurd h2 (not_le_of_gt h)⟩,
      ⟨fun _ => h, fun _ => rfl⟩⟩

/-- For `a, g > 0` and `g² ≤ 3a²`, the intensity at the peak position is
`1 / (2a (√(a² + g²) - a))`. -/
theorem peak_height {a g : ℝ} (ha : 0 < a) (hg : 0 < g) (h : g ^ 2 ≤ 3 * a ^ 2) :
    doublet a g (peakPosition a g) = 1 / (2 * a * (√(a ^ 2 + g ^ 2) - a)) := by
  have hr : √(a ^ 2 + g ^ 2) ^ 2 = a ^ 2 + g ^ 2 := Real.sq_sqrt (by positivity)
  have hgt : a < √(a ^ 2 + g ^ 2) := (Real.lt_sqrt ha.le).mpr (by nlinarith [pow_pos hg 2])
  have hp := peakPosition_sq ha h
  have hd : 0 < √(a ^ 2 + g ^ 2) - a := sub_pos.mpr hgt
  have hr0 : 0 < √(a ^ 2 + g ^ 2) := ha.trans hgt
  generalize peakPosition a g = p at hp ⊢
  generalize √(a ^ 2 + g ^ 2) = r at hr hp hd hr0 ⊢
  have hA : (p - a) ^ 2 + g ^ 2 ≠ 0 := by positivity
  have hB : (p + a) ^ 2 + g ^ 2 ≠ 0 := by positivity
  have hsum : doublet a g p =
      2 * (p ^ 2 + (a ^ 2 + g ^ 2)) / (((p - a) ^ 2 + g ^ 2) * ((p + a) ^ 2 + g ^ 2)) := by
    unfold doublet
    rw [div_add_div _ _ hA hB]
    congr 1
    ring
  have hAB : ((p - a) ^ 2 + g ^ 2) * ((p + a) ^ 2 + g ^ 2) = 8 * a ^ 2 * r * (r - a) := by
    linear_combination (p ^ 2 + (a ^ 2 + g ^ 2) + 2 * a * r - 4 * a ^ 2) * hp - 4 * a ^ 2 * hr
  rw [hsum, hAB, hp, div_eq_div_iff (by positivity) (by positivity)]
  ring

end

end LorentzianDoublet
```

```lean
#print axioms LorentzianDoublet.number_of_peaks
-- 'LorentzianDoublet.number_of_peaks' depends on axioms: [propext, Classical.choice, Quot.sound]
#print axioms LorentzianDoublet.peak_height
-- 'LorentzianDoublet.peak_height' depends on axioms: [propext, Classical.choice, Quot.sound]
```

## From the algebra to the proof

`doublet_le_iff` is the comparison formula. Its step `key` is the factorised difference, checked by `field_simp` and `ring`. The positive denominator is then removed, leaving the sign of the polynomial.

`stationary_of_isLocalMax` builds the derivative from the two quotients and rewrites it as the expression for $S'(w)$ above. Mathlib's result that the derivative vanishes at a local maximum, `hasDerivAt_eq_zero`, then gives the two alternatives.

`isLocalMax_iff_merged` treats the case $3a^2\le g^2$. For $w\neq0$, `nlinarith` finds the contradiction between $u_w^2=4a^2s$ and $u_w^2>4a^2s$. In the converse direction, `Filter.Eventually.of_forall` reduces the local claim to an inequality for every $v$, which the comparison formula supplies.

`peakPosition_sq` records $p^2+s=2ar$. Later steps use this identity in place of the nested square root. `peakPosition_between` derives $p<a$ from it and the positive square $(r-a)^2$.

`isLocalMax_iff_resolved` has three parts:

- To exclude the centre, it assumes a neighbourhood of radius `ε` in which nothing is brighter and picks $v$ as the smaller of `ε / 2` and $p$. Then $v^2+s\le2ar<4a^2$, so $v$ is brighter than the centre, a contradiction.
- For the other stationary points, it factors $u_w^2-4a^2s$ as $(u_w-2ar)(u_w+2ar)$. The second factor is positive, so the first vanishes and $w=\pm p$.
- For the converse, it inserts $4a^2s=u_w^2$ into the comparison formula and obtains the negative square found by hand.

`number_of_peaks` splits into the two regimes and identifies the set of maxima as `{0}` or as the pair $\{p,-p\}$. The pair has two elements because $p>0$. As the regimes exclude each other, each count also determines its inequality.

`peak_height` replaces $p$ and $r$ by plain variables that satisfy $p^2+s=2ar$ and $r^2=s$. The step `hAB` is the product $D_p=8a^2r(r-a)$, and the remaining fraction simplifies to the stated height.
